# The inverse overlap matrix of N normalised orbitals with equal pairwise overlaps

Take N normalised orbitals, any two of which have the same real overlap s, so that their overlap matrix has 1 on the diagonal and s everywhere else. The lemma says that, if s ≠ 1 and 1 + (N − 1)s ≠ 0, this matrix times a second one of the same pattern is the identity. With D = (1 − s)(1 + (N − 1)s), the second matrix has diagonal entries (1 + (N − 2)s)/D and off-diagonal entries −s/D. The attempt multiplies the two by the product formula `equicoupled_mul`, writes the identity as `equicoupled N 1 0`, and leaves the resulting equations for the diagonal and off-diagonal entries to `field_simp` and `ring`.

In Lean, a first try:

```lean
import Mathlib

open Matrix

namespace ExchangeNonadditivity

noncomputable section

/-- The N × N matrix with every diagonal entry `a` and every off-diagonal entry `b`. -/
def equicoupled (N : ℕ) (a b : ℝ) : Matrix (Fin N) (Fin N) ℝ :=
  Matrix.of fun i j => if i = j then a else b

/-- Overlap matrix of N normalised orbitals with mutual overlap `s`. -/
def overlap (N : ℕ) (s : ℝ) : Matrix (Fin N) (Fin N) ℝ := equicoupled N 1 s

/-- The product of two equicoupled matrices is equicoupled, with the entries given here. -/
theorem equicoupled_mul (N : ℕ) (a b c d : ℝ) :
    equicoupled N a b * equicoupled N c d =
      equicoupled N (a * c + ((N : ℝ) - 1) * (b * d))
        (a * d + b * c + ((N : ℝ) - 2) * (b * d)) := by
  -- separate the constant background from the diagonal excess
  have split : ∀ (x y : ℝ) (i j : Fin N),
      equicoupled N x y i j = y + (x - y) * (if i = j then (1 : ℝ) else 0) := by
    intro x y i j
    by_cases h : i = j <;> simp [equicoupled, h]
  ext i j
  have expand : ∀ k : Fin N, equicoupled N a b i k * equicoupled N c d k j =
      b * d + b * (c - d) * (if k = j then (1 : ℝ) else 0)
        + (a - b) * d * (if i = k then (1 : ℝ) else 0)
        + (a - b) * (c - d) *
          ((if i = k then (1 : ℝ) else 0) * (if k = j then (1 : ℝ) else 0)) := by
    intro k
    rw [split, split]
    ring
  have h1 : ∑ k : Fin N, (if k = j then (1 : ℝ) else 0) = 1 := by simp
  have h2 : ∑ k : Fin N, (if i = k then (1 : ℝ) else 0) = 1 := by simp
  have h3 : ∑ k : Fin N, ((if i = k then (1 : ℝ) else 0) * (if k = j then (1 : ℝ) else 0))
      = if i = j then (1 : ℝ) else 0 := by simp
  rw [Matrix.mul_apply, split]
  simp only [expand, Finset.sum_add_distrib, ← Finset.mul_sum, h1, h2, h3,
    Finset.sum_const, Finset.card_univ, Fintype.card_fin, nsmul_eq_mul]
  ring

/-- If s ≠ 1 and 1 + (N - 1) s ≠ 0, the overlap matrix times the equicoupled matrix given here is
the identity. -/
theorem overlap_mul_inverse (N : ℕ) {s : ℝ} (h1 : s ≠ 1) (h2 : 1 + ((N : ℝ) - 1) * s ≠ 0) :
    overlap N s * equicoupled N
      ((1 + ((N : ℝ) - 2) * s) / ((1 - s) * (1 + ((N : ℝ) - 1) * s)))
      (-s / ((1 - s) * (1 + ((N : ℝ) - 1) * s))) = 1 := by
  have h3 : 1 - s ≠ 0 := sub_ne_zero.mpr h1.symm
  have hone : equicoupled N 1 0 = 1 := by
    ext i j
    simp [equicoupled, Matrix.one_apply]
  rw [overlap, equicoupled_mul, ← hone]
  congr 1 <;> field_simp <;> ring

end

end ExchangeNonadditivity
```

The compiler's answer:

```
Try this:
  [apply] ring_nf
  
  The `ring` tactic failed to close the goal. Use `ring_nf` to obtain a normal form.
    
  Note that `ring` works primarily in *commutative* rings. If you have a noncommutative ring, abelian group or module, consider using `noncomm_ring`, `abel` or `module` instead.
Main.lean:49:56: error: unsolved goals
case e_a
N : ℕ
s : ℝ
h1 : s ≠ 1
h2 : 1 + (↑N - 1) * s ≠ 0
h3 : 1 - s ≠ 0
hone : equicoupled N 1 0 = 1
⊢ ↑N * s * (1 + ↑N * s - s)⁻¹ - ↑N * s ^ 2 * (1 + ↑N * s - s)⁻¹ - s * (1 + ↑N * s - s)⁻¹ * 2 +
        s ^ 2 * (1 + ↑N * s - s)⁻¹ +
      (1 + ↑N * s - s)⁻¹ =
    1 - s
```

Fix (accepted with no message):

```diff
@@ -52,6 +52,12 @@
     ext i j
     simp [equicoupled, Matrix.one_apply]
+  -- r stands for the inverse of the common denominator
+  have hr := mul_inv_cancel₀ (mul_ne_zero h3 h2)
+  simp only [div_eq_mul_inv]
+  generalize ((1 - s) * (1 + ((N : ℝ) - 1) * s))⁻¹ = r at hr ⊢
   rw [overlap, equicoupled_mul, ← hone]
-  congr 1 <;> field_simp <;> ring
+  congr 1
+  · linear_combination hr
+  · ring
 
 end
```

The error and the `ring_nf` suggestion report one failure: `ring` did not close the diagonal equation. The goal left over still contains the inverse of 1 + Ns − s, so `field_simp` had not cleared that factor, although `h2` says it is nonzero. The messages do not show why. The goal is true, but proving it means cancelling the factor against its inverse, which needs `h2`, and `ring` does not use hypotheses.

The repair does without `field_simp`. It proves `hr`, that D times its inverse is 1, from `h3` and `h2`. Rewriting with `div_eq_mul_inv` turns the quotients into products with that inverse, and `generalize` replaces it by `r` in both `hr` and the goal. Both equations are then polynomial in N, s and `r`. The diagonal one says that D times `r` is 1, up to rearrangement, so `linear_combination hr` proves it. In the off-diagonal one the terms cancel whatever `r` is, so `ring` is enough.
